# The Boys maximum for two complex orbitals from a 3 × 3 eigenvalue problem

When two orthonormal orbitals are mixed by a unitary matrix, and the coordinates have the Hermitian $2\times2$ matrices $X_k$ in these orbitals, the greatest possible sum of squared centroids is $\tfrac12\sum_k(\operatorname{tr}X_k)^2+\tfrac12\mu$. Here $\mu$ is the largest eigenvalue of $G=\sum_k h_kh_k^T$, with $h_k=\big((X_k)_{00}-(X_k)_{11},\;2\operatorname{Re}(X_k)_{01},\;2\operatorname{Im}(X_k)_{01}\big)$ and the orbitals numbered 0 and 1.

In Lean 4 with Mathlib:

```lean
import Mathlib

open Matrix

namespace ComplexBoysRotation

noncomputable section

variable {ι : Type*} [Fintype ι]

/-- The centroid of the `i`-th mixed orbital along the coordinate with matrix `A`:
the real part of the `i`-th diagonal entry of `Uᴴ A U`. -/
def centroid (U A : Matrix (Fin 2) (Fin 2) ℂ) (i : Fin 2) : ℝ := ((Uᴴ * A * U) i i).re

/-- The Boys functional: the sum of the squared centroids over both orbitals and all
coordinates. -/
def centroidSum (X : ι → Matrix (Fin 2) (Fin 2) ℂ) (U : Matrix (Fin 2) (Fin 2) ℂ) : ℝ :=
  ∑ k, ∑ i, centroid U (X k) i ^ 2

/-- The real vector `h = (A₀₀ - A₁₁, 2 Re A₀₁, 2 Im A₀₁)` of a coordinate matrix, with the real
parts of the diagonal entries taken. -/
def splitting (A : Matrix (Fin 2) (Fin 2) ℂ) : Fin 3 → ℝ :=
  ![(A 0 0).re - (A 1 1).re, 2 * (A 0 1).re, 2 * (A 0 1).im]

/-- The real 3 by 3 matrix `G = ∑ₖ hₖ hₖᵀ`. -/
def splittingMatrix (X : ι → Matrix (Fin 2) (Fin 2) ℂ) : Matrix (Fin 3) (Fin 3) ℝ :=
  ∑ k, vecMulVec (splitting (X k)) (splitting (X k))

/-- The mixing axis of `U`, a real 3-vector formed from the first mixed orbital. -/
def mixingAxis (U : Matrix (Fin 2) (Fin 2) ℂ) : Fin 3 → ℝ :=
  ![Complex.normSq (U 0 0) - Complex.normSq (U 1 0),
    2 * (star (U 0 0) * U 1 0).re, -2 * (star (U 0 0) * U 1 0).im]

/-- The set of real eigenvalues of a real 3 by 3 matrix. -/
def eigenvalueSet (G : Matrix (Fin 3) (Fin 3) ℝ) : Set ℝ :=
  {μ | ∃ v : Fin 3 → ℝ, v ≠ 0 ∧ G *ᵥ v = μ • v}

/-- The first column of a unitary matrix is normalised. -/
theorem column_norm {U : Matrix (Fin 2) (Fin 2) ℂ} (hU : U ∈ unitaryGroup (Fin 2) ℂ) :
    Complex.normSq (U 0 0) + Complex.normSq (U 1 0) = 1 := by
  have h := congrArg Complex.re (congrFun (congrFun (mem_unitaryGroup_iff'.mp hU) 0) 0)
  simp only [Matrix.mul_apply, Fin.sum_univ_two, Matrix.star_apply, Complex.star_def,
    Complex.add_re, Complex.mul_re, Complex.conj_re, Complex.conj_im, Matrix.one_apply_eq,
    Complex.one_re] at h
  simp only [Complex.normSq_apply]
  linear_combination h

/-- For a unitary mixing the two centroids add up to the real part of the trace. -/
theorem centroid_add {U : Matrix (Fin 2) (Fin 2) ℂ} (hU : U ∈ unitaryGroup (Fin 2) ℂ)
    (A : Matrix (Fin 2) (Fin 2) ℂ) : centroid U A 0 + centroid U A 1 = A.trace.re := by
  have h : (Uᴴ * A * U).trace = A.trace := by
    rw [Matrix.trace_mul_cycle, ← Matrix.star_eq_conjTranspose, mem_unitaryGroup_iff.mp hU,
      one_mul]
  rw [← h, Matrix.trace_fin_two, Complex.add_re]
  rfl

/-- For a Hermitian coordinate matrix and a unitary mixing, the difference of the two centroids
is the scalar product of the mixing axis with the vector `h`. -/
theorem centroid_sub {U A : Matrix (Fin 2) (Fin 2) ℂ} (hU : U ∈ unitaryGroup (Fin 2) ℂ)
    (hA : A.IsHermitian) :
    centroid U A 0 - centroid U A 1 = mixingAxis U ⬝ᵥ splitting A := by
  have h10 : A 1 0 = star (A 0 1) := (hA.apply 1 0).symm
  have hs := centroid_add hU A
  have hn := column_norm hU
  rw [Matrix.trace_fin_two, Complex.add_re] at hs
  -- the first centroid as an expectation value in the first column
  have e0 : centroid U A 0 = Complex.normSq (U 0 0) * (A 0 0).re
      + Complex.normSq (U 1 0) * (A 1 1).re + 2 * (star (U 0 0) * U 1 0 * A 0 1).re := by
    simp only [centroid, Matrix.mul_apply, Fin.sum_univ_two, Matrix.conjTranspose_apply, h10,
      Complex.star_def, Complex.add_re, Complex.mul_re, Complex.add_im, Complex.mul_im,
      Complex.conj_re, Complex.conj_im, Complex.normSq_apply]
    ring
  rw [Complex.mul_re] at e0
  simp only [dotProduct, Fin.sum_univ_three, mixingAxis, splitting, Matrix.cons_val]
  linear_combination 2 * e0 - hs + ((A 0 0).re + (A 1 1).re) * hn

/-- The mixing axis of a unitary matrix has unit length. -/
theorem mixingAxis_unit {U : Matrix (Fin 2) (Fin 2) ℂ} (hU : U ∈ unitaryGroup (Fin 2) ℂ) :
    mixingAxis U ⬝ᵥ mixingAxis U = 1 := by
  have hn := column_norm hU
  simp only [Complex.normSq_apply] at hn
  simp only [dotProduct, Fin.sum_univ_three, mixingAxis, Matrix.cons_val, Complex.normSq_apply,
    Complex.star_def, Complex.mul_re, Complex.mul_im, Complex.conj_re, Complex.conj_im]
  linear_combination ((U 0 0).re * (U 0 0).re + (U 0 0).im * (U 0 0).im
    + ((U 1 0).re * (U 1 0).re + (U 1 0).im * (U 1 0).im) + 1) * hn

/-- Every real unit 3-vector is the mixing axis of some unitary matrix. -/
theorem exists_mixing {n : Fin 3 → ℝ} (hn : n ⬝ᵥ n = 1) :
    ∃ U ∈ unitaryGroup (Fin 2) ℂ, mixingAxis U = n := by
  simp only [dotProduct, Fin.sum_univ_three] at hn
  -- orbital coefficients c and p + iq with the prescribed axis
  obtain ⟨c, p, q, h1, h2, h3, h4⟩ : ∃ c p q : ℝ, c ^ 2 + p ^ 2 + q ^ 2 = 1 ∧
      c ^ 2 - p ^ 2 - q ^ 2 = n 0 ∧ 2 * c * p = n 1 ∧ -2 * c * q = n 2 := by
    by_cases hz : n 0 = -1
    · rw [hz] at hn
      have a1 : n 1 = 0 := (pow_eq_zero_iff two_ne_zero).mp
        (by nlinarith [sq_nonneg (n 1), sq_nonneg (n 2)])
      have a2 : n 2 = 0 := (pow_eq_zero_iff two_ne_zero).mp
        (by nlinarith [sq_nonneg (n 1), sq_nonneg (n 2)])
      exact ⟨0, 1, 0, by norm_num, by rw [hz]; norm_num, by rw [a1]; norm_num,
        by rw [a2]; norm_num⟩
    · have hle : -1 ≤ n 0 := by nlinarith [sq_nonneg (n 1), sq_nonneg (n 2)]
      have hlt : -1 < n 0 := lt_of_le_of_ne hle (Ne.symm hz)
      obtain ⟨c, hc0, hc⟩ : ∃ c : ℝ, 0 < c ∧ c ^ 2 = (1 + n 0) / 2 :=
        ⟨Real.sqrt ((1 + n 0) / 2), Real.sqrt_pos.mpr (by linarith),
          Real.sq_sqrt (by linarith)⟩
      have hpq : (n 1 / (2 * c)) ^ 2 + (-n 2 / (2 * c)) ^ 2 = (1 - n 0) / 2 := by
        rw [div_pow, div_pow, ← add_div, div_eq_iff (by positivity)]
        linear_combination hn - 2 * (1 - n 0) * hc
      exact ⟨c, n 1 / (2 * c), -n 2 / (2 * c), by linear_combination hc + hpq,
        by linear_combination hc - hpq, by field_simp, by field_simp⟩
  refine ⟨!![⟨c, 0⟩, ⟨-p, q⟩; ⟨p, q⟩, ⟨c, 0⟩], ?_, ?_⟩
  · rw [mem_unitaryGroup_iff]
    ext i j
    fin_cases i <;> fin_cases j <;> apply Complex.ext <;>
      simp [Matrix.mul_apply, Fin.sum_univ_two, Matrix.star_apply] <;> linarith
  · ext i
    fin_cases i <;> simp [mixingAxis, Complex.normSq_apply] <;> linarith

/-- For Hermitian coordinate matrices and a unitary mixing, the Boys functional is half the sum
of squared traces plus half the quadratic form of `G` on the mixing axis. -/
theorem centroidSum_eq {X : ι → Matrix (Fin 2) (Fin 2) ℂ} (hX : ∀ k, (X k).IsHermitian)
    {U : Matrix (Fin 2) (Fin 2) ℂ} (hU : U ∈ unitaryGroup (Fin 2) ℂ) :
    centroidSum X U = 1 / 2 * ∑ k, (X k).trace.re ^ 2
      + 1 / 2 * (mixingAxis U ⬝ᵥ splittingMatrix X *ᵥ mixingAxis U) := by
  have hq : mixingAxis U ⬝ᵥ splittingMatrix X *ᵥ mixingAxis U
      = ∑ k, (mixingAxis U ⬝ᵥ splitting (X k)) ^ 2 := by
    simp only [splittingMatrix, dotProduct, mulVec, Fin.sum_univ_three, Matrix.sum_apply,
      vecMulVec_apply, mul_add, Finset.sum_mul, Finset.mul_sum, ← Finset.sum_add_distrib]
    exact Finset.sum_congr rfl fun k _ => by ring
  rw [hq, Finset.mul_sum, Finset.mul_sum, ← Finset.sum_add_distrib]
  refine Finset.sum_congr rfl fun k _ => ?_
  rw [Fin.sum_univ_two, ← centroid_add hU (X k), ← centroid_sub hU (hX k)]
  ring

/-- A real symmetric 3 by 3 matrix has a largest eigenvalue `μ`; it has a unit eigenvector, and
`μ` times the squared length bounds the quadratic form. -/
theorem exists_largest_eigenvalue {G : Matrix (Fin 3) (Fin 3) ℝ} (hG : G.IsHermitian) :
    ∃ μ, IsGreatest (eigenvalueSet G) μ ∧ (∃ n, n ⬝ᵥ n = 1 ∧ G *ᵥ n = μ • n) ∧
      ∀ v, v ⬝ᵥ G *ᵥ v ≤ μ * (v ⬝ᵥ v) := by
  obtain ⟨i, hi⟩ := Finite.exists_max hG.eigenvalues
  have hT : Gᵀ = G := by
    ext a b
    simpa using hG.apply a b
  -- an orthonormal eigenbasis, written with plain vectors
  obtain ⟨w, hw, hu, hp⟩ : ∃ w : Fin 3 → Fin 3 → ℝ,
      (∀ j, G *ᵥ w j = hG.eigenvalues j • w j) ∧ (∀ j, w j ⬝ᵥ w j = 1) ∧
      ∀ x y, ∑ j, (w j ⬝ᵥ x) * (w j ⬝ᵥ y) = x ⬝ᵥ y := by
    refine ⟨fun j => (hG.eigenvectorBasis j).ofLp, fun j => hG.mulVec_eigenvectorBasis j,
      fun j => ?_, fun x y => ?_⟩
    · have h := real_inner_self_eq_norm_sq (hG.eigenvectorBasis j)
      rw [hG.eigenvectorBasis.orthonormal.1 j] at h
      simp only [PiLp.inner_apply, RCLike.inner_apply, conj_trivial, Fin.sum_univ_three] at h
      simp only [dotProduct, Fin.sum_univ_three]
      linear_combination h
    · have h := hG.eigenvectorBasis.sum_inner_mul_inner (WithLp.toLp 2 x) (WithLp.toLp 2 y)
      simp only [PiLp.inner_apply, RCLike.inner_apply, conj_trivial, Fin.sum_univ_three] at h
      simp only [dotProduct, Fin.sum_univ_three]
      linear_combination h
  have hb : ∀ v, v ⬝ᵥ G *ᵥ v ≤ hG.eigenvalues i * (v ⬝ᵥ v) := by
    intro v
    rw [← hp v (G *ᵥ v), ← hp v v, Finset.mul_sum]
    refine Finset.sum_le_sum fun j _ => ?_
    have hj : w j ⬝ᵥ G *ᵥ v = hG.eigenvalues j * (w j ⬝ᵥ v) := by
      rw [Matrix.dotProduct_mulVec, ← Matrix.mulVec_transpose, hT, hw, smul_dotProduct,
        smul_eq_mul]
    rw [hj]
    nlinarith [mul_le_mul_of_nonneg_right (hi j) (mul_self_nonneg (w j ⬝ᵥ v))]
  refine ⟨hG.eigenvalues i, ⟨⟨w i, ?_, hw i⟩, ?_⟩, ⟨w i, hu i, hw i⟩, hb⟩
  · intro h0
    have h := hu i
    rw [h0, zero_dotProduct] at h
    exact zero_ne_one h
  · rintro ν ⟨v, hv0, hv⟩
    have h := hb v
    rw [hv, dotProduct_smul, smul_eq_mul] at h
    have hnn : 0 ≤ v ⬝ᵥ v := Finset.sum_nonneg fun a _ => mul_self_nonneg (v a)
    have hpos : 0 < v ⬝ᵥ v :=
      lt_of_le_of_ne hnn fun h0 => hv0 (dotProduct_self_eq_zero.mp h0.symm)
    exact le_of_mul_le_mul_right h hpos

/-- The matrix `G` is symmetric. -/
theorem splittingMatrix_isHermitian (X : ι → Matrix (Fin 2) (Fin 2) ℂ) :
    (splittingMatrix X).IsHermitian := by
  refine Matrix.IsHermitian.ext fun i j => ?_
  simp only [splittingMatrix, Matrix.sum_apply, vecMulVec_apply, star_trivial]
  exact Finset.sum_congr rfl fun k _ => mul_comm _ _

/-- For Hermitian coordinate matrices, the maximum of the Boys functional over all unitary
mixings of two orbitals is half the sum of squared traces plus half the largest eigenvalue
of `G`. -/
theorem boys_maximum {X : ι → Matrix (Fin 2) (Fin 2) ℂ} (hX : ∀ k, (X k).IsHermitian)
    {μ : ℝ} (hμ : IsGreatest (eigenvalueSet (splittingMatrix X)) μ) :
    IsGreatest (centroidSum X '' (unitaryGroup (Fin 2) ℂ : Set (Matrix (Fin 2) (Fin 2) ℂ)))
      (1 / 2 * ∑ k, (X k).trace.re ^ 2 + 1 / 2 * μ) := by
  obtain ⟨μ', hμ', ⟨n, hn, hGn⟩, hb⟩ :=
    exists_largest_eigenvalue (splittingMatrix_isHermitian X)
  obtain rfl := hμ.unique hμ'
  constructor
  · -- rotate the mixing axis onto the top eigenvector
    obtain ⟨U, hU, hUn⟩ := exists_mixing hn
    refine ⟨U, hU, ?_⟩
    rw [centroidSum_eq hX hU, hUn, hGn, dotProduct_smul, hn, smul_eq_mul, mul_one]
  · rintro _ ⟨U, hU, rfl⟩
    have h := hb (mixingAxis U)
    rw [mixingAxis_unit hU, mul_one] at h
    rw [centroidSum_eq hX hU]
    linarith

/-- For Hermitian coordinate matrices, a unitary mixing attains the maximum of the Boys
functional exactly when `G` maps its mixing axis to `μ` times itself, `μ` being the largest
eigenvalue of `G`. -/
theorem boys_optimal_iff {X : ι → Matrix (Fin 2) (Fin 2) ℂ} (hX : ∀ k, (X k).IsHermitian)
    {μ : ℝ} (hμ : IsGreatest (eigenvalueSet (splittingMatrix X)) μ)
    {U : Matrix (Fin 2) (Fin 2) ℂ} (hU : U ∈ unitaryGroup (Fin 2) ℂ) :
    centroidSum X U = 1 / 2 * ∑ k, (X k).trace.re ^ 2 + 1 / 2 * μ ↔
      splittingMatrix X *ᵥ mixingAxis U = μ • mixingAxis U := by
  have hG := splittingMatrix_isHermitian X
  obtain ⟨μ', hμ', -, hb⟩ := exists_largest_eigenvalue hG
  obtain rfl := hμ.unique hμ'
  have hn := mixingAxis_unit hU
  rw [centroidSum_eq hX hU]
  generalize mixingAxis U = n at hn ⊢
  generalize splittingMatrix X = G at hG hb ⊢
  constructor
  · intro h
    have hT : Gᵀ = G := by
      ext a b
      simpa using hG.apply a b
    -- vary the axis along the residual r of the eigenvalue equation
    obtain ⟨r, hr⟩ : ∃ r, r = μ • n - G *ᵥ n := ⟨_, rfl⟩
    have hrr : r ⬝ᵥ r = μ * (r ⬝ᵥ n) - r ⬝ᵥ G *ᵥ n := by
      calc r ⬝ᵥ r = r ⬝ᵥ (μ • n - G *ᵥ n) := by rw [← hr]
        _ = _ := by rw [dotProduct_sub, dotProduct_smul, smul_eq_mul]
    have hsym : n ⬝ᵥ G *ᵥ r = r ⬝ᵥ G *ᵥ n := by
      rw [Matrix.dotProduct_mulVec, ← Matrix.mulVec_transpose, hT, dotProduct_comm]
    obtain ⟨q, hq⟩ : ∃ q, q = μ * (r ⬝ᵥ r) - r ⬝ᵥ G *ᵥ r := ⟨_, rfl⟩
    have hq0 : 0 ≤ q := by linarith [hb r]
    have ht : ∀ t : ℝ, 2 * t * (r ⬝ᵥ r) ≤ t ^ 2 * q := by
      intro t
      have h' := hb (n - t • r)
      simp only [Matrix.mulVec_sub, Matrix.mulVec_smul, dotProduct_sub, sub_dotProduct,
        dotProduct_smul, smul_dotProduct, smul_eq_mul, hsym, dotProduct_comm n r, hn] at h'
      have e : t ^ 2 * q - 2 * t * (r ⬝ᵥ r) = t ^ 2 * (μ * (r ⬝ᵥ r) - r ⬝ᵥ G *ᵥ r)
          - 2 * t * (μ * (r ⬝ᵥ n) - r ⬝ᵥ G *ᵥ n) := by rw [← hq, ← hrr]
      linarith
    obtain ⟨t, hts⟩ : ∃ t : ℝ, r ⬝ᵥ r = t * (q + 1) :=
      ⟨(r ⬝ᵥ r) / (q + 1), (div_mul_cancel₀ _ (by positivity)).symm⟩
    have h2 := ht t
    rw [hts] at h2
    have ht0 : t = 0 := (pow_eq_zero_iff two_ne_zero).mp
      (by nlinarith [sq_nonneg t, mul_nonneg (sq_nonneg t) hq0])
    rw [ht0, zero_mul] at hts
    have hr0 : r = 0 := dotProduct_self_eq_zero.mp hts
    rw [hr0] at hr
    exact (sub_eq_zero.mp hr.symm).symm
  · intro h
    rw [h, dotProduct_smul, hn, smul_eq_mul, mul_one]

end

end ComplexBoysRotation
```

```lean
#print axioms ComplexBoysRotation.boys_maximum
-- 'ComplexBoysRotation.boys_maximum' depends on axioms: [propext, Classical.choice, Quot.sound]
#print axioms ComplexBoysRotation.boys_optimal_iff
-- 'ComplexBoysRotation.boys_optimal_iff' depends on axioms: [propext, Classical.choice, Quot.sound]
```

## The maximum and the mixings that reach it

Boys localisation looks for the mixing that makes orbitals compact. The columns of $U$ hold the coefficients of the mixed orbitals, and `centroid U A i` is the mean position of mixed orbital $i$ along the coordinate with matrix $A$, that is, $(U^\dagger AU)_{ii}$. The code takes real parts of this entry and of the trace, which changes nothing for Hermitian $A$. `centroidSum` adds the squares over both orbitals and all coordinates.

The theorem `boys_maximum` says that the stated value is the greatest element of the set of centroid sums reached by unitary matrices: some $U$ attains it and none exceeds it. The number $\mu$ enters through the hypothesis that it is the greatest real eigenvalue of `splittingMatrix X`, which is $G$. Such a number always exists, by `exists_largest_eigenvalue`.

The theorem `boys_optimal_iff` identifies the optimal mixings. Write $a=U_{00}$ and $b=U_{10}$ for the coefficients of the first mixed orbital. Its `mixingAxis` is

$$n=\big(|a|^2-|b|^2,\;2\operatorname{Re}(a^*b),\;-2\operatorname{Im}(a^*b)\big).$$

A unitary $U$ attains the maximum exactly when $Gn=\mu n$. Up to the order of components and one sign, $n$ is the Bloch vector of the first mixed orbital; in general it is not the axis about which $U$ rotates the Bloch sphere.

## Compact orbitals through their centroids

For the three Cartesian coordinates, the total spread of the two orbitals is $\sum_i\big(\langle r^2\rangle_i-|\langle\mathbf r\rangle_i|^2\big)$. The first part is a trace and doesn't change under unitary mixing, so minimal spread means maximal centroid sum. The file calls this sum the Boys functional, a name that is also used for the spread itself.

The theorems take the matrices $X_k$ as given. That they are the position matrices of two orthonormal orbitals is the step that links them to a molecule. In localisation by pairwise rotations of complex orbitals, the result gives the best single rotation of one pair; it says nothing about whether repeated sweeps over many orbitals reach a global maximum.

## From centroids to a quadratic form

Take one Hermitian matrix $A$ with vector $h$, and let $c_0,c_1$ be its two centroids. Since $UU^\dagger=1$, the trace is invariant and $c_0+c_1=\operatorname{tr}A$. This is `centroid_add`, proved by cycling the trace.

Because $A_{10}=A_{01}^*$, the first centroid is

$$c_0=|a|^2A_{00}+|b|^2A_{11}+2\operatorname{Re}(a^*b\,A_{01}).$$

The first column is normalised, $|a|^2+|b|^2=1$ (`column_norm`), so

$$\begin{aligned}c_0-c_1&=2c_0-(A_{00}+A_{11})(|a|^2+|b|^2)\\&=(|a|^2-|b|^2)(A_{00}-A_{11})+4\operatorname{Re}(a^*b\,A_{01})=n\cdot h.\end{aligned}$$

The last equality uses $\operatorname{Re}(a^*bA_{01})=\operatorname{Re}(a^*b)\operatorname{Re}A_{01}-\operatorname{Im}(a^*b)\operatorname{Im}A_{01}$, which accounts for the minus sign in $n$. In `centroid_sub` the formula for $c_0$ is the intermediate fact `e0`, and the closing `linear_combination` combines it with the trace and the normalisation as above.

Now $c_0^2+c_1^2=\tfrac12(c_0+c_1)^2+\tfrac12(c_0-c_1)^2$. Summing over $k$ gives `centroidSum_eq`:

$$\sum_{k,i}c_{k,i}^2=\tfrac12\sum_k(\operatorname{tr}X_k)^2+\tfrac12\sum_k(n\cdot h_k)^2=\tfrac12\sum_k(\operatorname{tr}X_k)^2+\tfrac12\,n^TGn,$$

where $c_{k,i}$ is the centroid of mixed orbital $i$ along coordinate $k$. Only the last term depends on the mixing.

## Every unit vector is available

The axis has unit length, since

$$n\cdot n=(|a|^2-|b|^2)^2+4|a|^2|b|^2=(|a|^2+|b|^2)^2=1.$$

This is `mixingAxis_unit`. Conversely, `exists_mixing` builds a unitary for any real unit vector $n=(n_0,n_1,n_2)$. If $n_0\neq-1$, put

$$c=\sqrt{\frac{1+n_0}{2}},\qquad p=\frac{n_1}{2c},\qquad q=-\frac{n_2}{2c}.$$

Then $p^2+q^2=(1-n_0^2)/(4c^2)=(1-n_0)/2$, so $c^2+p^2+q^2=1$ and $c^2-p^2-q^2=n_0$. The matrix with columns $(c,\,p+iq)$ and $(-p+iq,\,c)$ is unitary and has axis $n$. If $n_0=-1$, the other components vanish, and $c=0$, $p=1$, $q=0$ works.

The problem is now to maximise $n^TGn$ over the unit sphere. The matrix $G$ is symmetric (`splittingMatrix_isHermitian`), so it has an orthonormal eigenbasis $w_j$ with eigenvalues $\lambda_j$. With $\mu=\max_j\lambda_j$,

$$v^TGv=\sum_j\lambda_j(w_j\cdot v)^2\le\mu\sum_j(w_j\cdot v)^2=\mu\,v\cdot v.$$

In `exists_largest_eigenvalue` this bound also shows that no real eigenvalue exceeds $\mu$: insert its eigenvector for $v$ and divide by $v\cdot v>0$. In `boys_maximum` the bound limits every mixing, and the unitary whose axis is a unit eigenvector for $\mu$ attains it.

## Why an optimal axis is an eigenvector

If $Gn=\mu n$, then $n^TGn=\mu$ and the maximum is attained. For the converse, suppose $n^TGn=\mu$ and let $r=\mu n-Gn$ be the residual. Put $q=\mu\,r\cdot r-r^TGr$, a new use of the letter, as in the code; the Rayleigh bound gives $q\ge0$. Applied to $n-tr$ for real $t$, the same bound gives

$$2t\,(r\cdot r)\le t^2q.$$

Choose $t=(r\cdot r)/(q+1)$. Then $2t^2(q+1)\le t^2q$, so $t^2(q+2)\le0$. Hence $t=0$ and $r=0$, which is the eigenvalue equation. The facts `ht` and `ht0` record these two steps.

## A matrix that breaks the formula

Hermiticity supplies the relation $A_{10}=A_{01}^*$ used for $c_0$. Without that relation the formula can fail. Take the single matrix

$$X=\begin{pmatrix}0&1\\-1&0\end{pmatrix}.$$

It is anti-Hermitian, so the diagonal entries of $U^\dagger XU$ are purely imaginary, and every centroid, being a real part, is zero. The true maximum is therefore 0. But $h=(0,2,0)$ gives $\mu=4$, and with zero trace the formula would predict 2.
